# A lead with invertible hopping has as many decaying as growing modes at every real energy

An electron reaches a semi-infinite crystalline lead at an energy in the lead's band gap. No Bloch wave can carry it away, so its wave function in the lead must be built from solutions that decay from cell to cell. The amplitude in one cell has $N$ components, one per orbital. Are there also $N$ decaying solutions?

Let $H_0$ be the Hamiltonian of one cell and $H_1$ the block that couples a cell to the next one on its right. The cell amplitudes $\psi_j$ obey

$$H_1\psi_{j+1}+(H_0-E)\psi_j+H_1^\dagger\psi_{j-1}=0 .$$

Inserting $\psi_j=z^j\varphi$ and dividing by $z^{j-1}$ gives $M(z)\varphi=0$, with $M(z)=z^2H_1+z(H_0-E)+H_1^\dagger$. The allowed Bloch factors $z$ are the nonzero roots of $p(z)=\det M(z)$. Towards the right, a mode decays if $|z|<1$ and grows if $|z|>1$.

## The lead and its modes

```lean
import Mathlib

open Polynomial Matrix

namespace LeadModeCounting

noncomputable section

variable {n : Type*} [Fintype n] [DecidableEq n]
```

The finite type `n` labels the orbitals in a cell, and $N$ is `Fintype.card n`.

```lean
/-- The matrix `z² H1 + z (H0 - E) + H1ᴴ` acting on the cell amplitude of a mode with
Bloch factor `z`. -/
def modeMatrix (H0 H1 : Matrix n n ℂ) (E : ℝ) (z : ℂ) : Matrix n n ℂ :=
  z ^ 2 • H1 + z • (H0 - (E : ℂ) • (1 : Matrix n n ℂ)) + H1ᴴ
```

This is $M(z)$. The sign `•` multiplies a matrix by a number, and `ᴴ` is the Hermitian conjugate. The energy `E` is real by its type. The term $E\cdot 1$ presumes an orthonormal basis, and only neighbouring cells couple.

```lean
/-- The determinant of the mode matrix as a polynomial in the Bloch factor. -/
def modePoly (H0 H1 : Matrix n n ℂ) (E : ℝ) : ℂ[X] :=
  Matrix.det (Matrix.of fun i j =>
    X ^ 2 * C (H1 i j) + X * C ((H0 - (E : ℂ) • (1 : Matrix n n ℂ)) i j) + C (H1ᴴ i j))
```

Here $p$ is a polynomial rather than a function of $z$: `X` is the variable and `C` turns a number into a constant polynomial. This gives access to its roots with their multiplicities.

```lean
/-- Roots of the mode polynomial inside the unit circle, with multiplicity. -/
def decayingModes (H0 H1 : Matrix n n ℂ) (E : ℝ) : Multiset ℂ :=
  (modePoly H0 H1 E).roots.filter (fun z => ‖z‖ < 1)

/-- Roots of the mode polynomial outside the unit circle, with multiplicity. -/
def growingModes (H0 H1 : Matrix n n ℂ) (E : ℝ) : Multiset ℂ :=
  (modePoly H0 H1 E).roots.filter (fun z => 1 < ‖z‖)

/-- Roots of the mode polynomial on the unit circle, with multiplicity. -/
def propagatingModes (H0 H1 : Matrix n n ℂ) (E : ℝ) : Multiset ℂ :=
  (modePoly H0 H1 E).roots.filter (fun z => ‖z‖ = 1)
```

A `Multiset` is a list without order, in which a double root appears twice. The three definitions select the roots inside, outside and on the unit circle. What is counted is the multiplicity of a root of $p$, not the number of independent vectors $\varphi$. "Propagating" means only $|z|=1$, so band edges are included.

```lean
/-- The mode polynomial at `z` is the determinant of the mode matrix at `z`. -/
theorem eval_modePoly (H0 H1 : Matrix n n ℂ) (E : ℝ) (z : ℂ) :
    (modePoly H0 H1 E).eval z = (modeMatrix H0 H1 E z).det := by
  rw [← Polynomial.coe_evalRingHom, modePoly, RingHom.map_det]
  congr 1
  ext i j
  simp [modeMatrix]
  ring
```

Evaluating the polynomial at $z$ gives $\det M(z)$. The proof moves the evaluation inside the determinant and compares matrix entries.

## Reflection in the unit circle

```lean
omit [Fintype n] in
/-- For a Hermitian cell Hamiltonian, the mode matrices at `z` and at its mirror image `w` in the
unit circle are adjoint to each other up to the factor `z²`. -/
theorem modeMatrix_reflect {H0 : Matrix n n ℂ} (hH : H0.IsHermitian) (H1 : Matrix n n ℂ)
    (E : ℝ) {z w : ℂ} (h : z * star w = 1) :
    modeMatrix H0 H1 E z = z ^ 2 • (modeMatrix H0 H1 E w)ᴴ := by
  have hE : star (E : ℂ) = E := Complex.conj_ofReal E
  unfold modeMatrix
  rw [conjTranspose_add, conjTranspose_add, conjTranspose_smul, conjTranspose_smul,
    conjTranspose_sub, conjTranspose_smul, conjTranspose_one, conjTranspose_conjTranspose,
    hH.eq, star_pow, hE]
  ext i j
  simp only [Matrix.add_apply, Matrix.smul_apply, Matrix.sub_apply, smul_eq_mul]
  linear_combination (-(H1ᴴ i j * (z * star w + 1)
    + z * (H0 i j - (E : ℂ) * (1 : Matrix n n ℂ) i j))) * h
```

The points $z$ and $w$ are mirror images in the unit circle when $zw^*=1$; Lean writes $w^*$ as `star w`. Since $H_0$ is Hermitian and $E$ is real,

$$z^2M(w)^\dagger=z^2\left[(w^*)^2H_1^\dagger+w^*(H_0-E)+H_1\right]=H_1^\dagger+z(H_0-E)+z^2H_1=M(z).$$

The `rw` step takes the conjugate, and `linear_combination` does the algebra with $zw^*=1$, entry by entry.

```lean
/-- For nonzero roots, reflecting a product of root factors in the unit circle gives, up to a
constant and a power of `z`, the product over the reflected roots. -/
theorem prod_reflect (s : Multiset ℂ) (hs : ∀ r ∈ s, r ≠ 0) {z w : ℂ} (h : z * star w = 1) :
    z ^ Multiset.card s * star (eval w (s.map fun a => X - C a).prod) =
      (s.map fun r => -star r).prod *
        eval z ((s.map fun r => (star r)⁻¹).map fun a => X - C a).prod := by
  induction s using Multiset.induction_on with
  | empty => simp
  | cons a s ih =>
    have ih' := ih fun r hr => hs r (Multiset.mem_cons_of_mem hr)
    have ha : star a * (star a)⁻¹ = 1 :=
      mul_inv_cancel₀ (star_ne_zero.mpr (hs a (Multiset.mem_cons_self a s)))
    simp only [Multiset.map_cons, Multiset.prod_cons, eval_mul, eval_sub, eval_X, eval_C,
      star_mul', star_sub, Multiset.card_cons, pow_succ]
    generalize (star a)⁻¹ = b at ha ⊢
    linear_combination (z * (star w - star a)) * ih' +
      ((s.map fun r => -star r).prod *
        eval z ((s.map fun r => (star r)⁻¹).map fun a => X - C a).prod) * (h - ha)
```

For one root $r\neq0$,

$$z(w^*-r^*)=1-zr^*=-r^*\left(z-\frac1{r^*}\right).$$

Multiplying such factors over a multiset $s$ of $k$ roots gives

$$z^k\prod_{r\in s}(w^*-r^*)=\prod_{r\in s}(-r^*)\,\prod_{r\in s}\left(z-\frac1{r^*}\right).$$

The Lean proof adds one root at a time by induction.

```lean
/-- A polynomial that is nonzero at the origin and reproduces itself under reflection in the unit
circle with weight `z ^ m` has `m` roots, and its roots with multiplicity are invariant under `r ↦ 1
/ r*`. -/
theorem roots_reflect {P : ℂ[X]} {m : ℕ} (h0 : P.eval 0 ≠ 0)
    (hP : ∀ z w : ℂ, z * star w = 1 → P.eval z = z ^ m * star (P.eval w)) :
    Multiset.card P.roots = m ∧ P.roots.map (fun r => (star r)⁻¹) = P.roots := by
  have hP0 : P ≠ 0 := by
    rintro rfl
    simp at h0
  have hr : ∀ r ∈ P.roots, r ≠ 0 := by
    rintro r hr rfl
    exact h0 (isRoot_of_mem_roots hr)
  have hf := C_leadingCoeff_mul_prod_multiset_X_sub_C
    (splits_iff_card_roots.mp (IsAlgClosed.splits P))
  obtain ⟨κ, hκ⟩ : ∃ κ : ℂ, κ = star P.leadingCoeff * (P.roots.map fun r => -star r).prod :=
    ⟨_, rfl⟩
  -- the extra factor `X` makes the identity hold at the origin too
  have key : X ^ (Multiset.card P.roots + 1) * P = X ^ (m + 1) *
      (C κ * ((P.roots.map fun r => (star r)⁻¹).map fun a => X - C a).prod) := by
    apply Polynomial.funext
    intro z
    by_cases hz : z = 0
    · simp [hz]
    have hw : z * star ((star z)⁻¹) = 1 := by
      rw [star_inv₀, star_star, mul_inv_cancel₀ hz]
    have e1 := hP z _ hw
    have e2 := prod_reflect P.roots hr hw
    have e3 : star (P.eval ((star z)⁻¹)) = star P.leadingCoeff *
        star (eval ((star z)⁻¹) (P.roots.map fun a => X - C a).prod) := by
      rw [← star_mul', ← eval_C_mul, hf]
    simp only [eval_mul, eval_pow, eval_X, eval_C]
    rw [e1, e3, hκ]
    linear_combination (z ^ (m + 1) * star P.leadingCoeff) * e2
  have hne : X ^ (Multiset.card P.roots + 1) * P ≠ 0 :=
    mul_ne_zero (pow_ne_zero _ X_ne_zero) hP0
  have hκ0 : κ ≠ 0 := by
    intro h
    apply hne
    rw [key, h, C_0, zero_mul, mul_zero]
  have hne' := hne
  rw [key] at hne'
  -- compare the roots of both sides, first in number and then one by one
  have hroots := congrArg Polynomial.roots key
  rw [roots_mul hne, roots_mul hne', roots_C_mul _ hκ0, roots_multiset_prod_X_sub_C,
    roots_X_pow, roots_X_pow] at hroots
  have hc := congrArg Multiset.card hroots
  simp only [Multiset.card_add, Multiset.card_nsmul, Multiset.card_singleton,
    Multiset.card_map] at hc
  have hm : Multiset.card P.roots = m := by omega
  refine ⟨hm, ?_⟩
  rw [hm] at hroots
  exact (add_left_cancel hroots).symm
```

Suppose $P(0)\ne0$ and $P(z)=z^mP(w)^*$ for all mirror pairs. Over the complex numbers $P(z)=c\prod_r(z-r)$, with $k$ roots, none of them zero. Conjugating this factorisation at $w$ and using the previous lemma gives, for $z\neq0$,

$$z^kP(z)=z^m\kappa\prod_r\left(z-\frac1{r^*}\right),\qquad \kappa=c^*\prod_r(-r^*).$$

One more factor $z$ on each side makes both sides vanish at $z=0$ as well. They are then equal everywhere, hence equal as polynomials; this is `key`.

Now compare roots. The left side has $k+1$ zeros at the origin and the $k$ roots of $P$; the right side has $m+1$ zeros at the origin and the $k$ reflected roots. Counting gives $k=m$. Cancelling the zeros at the origin shows that $r\mapsto1/r^*$ maps the multiset of roots to itself, multiplicities included.

## Counting the modes

```lean
/-- Every finite collection of Bloch factors splits into those inside, outside and on the unit
circle. -/
theorem card_split (s : Multiset ℂ) :
    Multiset.card s = Multiset.card (s.filter fun z => ‖z‖ < 1) +
      Multiset.card (s.filter fun z => 1 < ‖z‖) + Multiset.card (s.filter fun z => ‖z‖ = 1) := by
  induction s using Multiset.induction_on with
  | empty => simp
  | cons a s ih =>
    rcases lt_trichotomy ‖a‖ 1 with h | h | h
    · simp only [Multiset.filter_cons, h, h.not_gt, h.ne, if_true, if_false, Multiset.card_add,
        Multiset.card_singleton, Multiset.card_zero, Multiset.card_cons]
      omega
    · simp only [Multiset.filter_cons, h, lt_irrefl, if_true, if_false, Multiset.card_add,
        Multiset.card_singleton, Multiset.card_zero, Multiset.card_cons]
      omega
    · simp only [Multiset.filter_cons, h, h.not_gt, h.ne', if_true, if_false, Multiset.card_add,
        Multiset.card_singleton, Multiset.card_zero, Multiset.card_cons]
      omega
```

Every number has modulus below, above or equal to 1, so the three counts add up to the total. The proof is again an induction, with `omega` doing the integer arithmetic.

```lean
/-- For Hermitian `H0` and invertible `H1`, at any real energy there are as many growing as decaying
modes, and twice the number of decaying modes plus the number of modes on the unit circle is `2N`.
-/
theorem mode_balance {H0 H1 : Matrix n n ℂ} (hH : H0.IsHermitian) (h1 : H1.det ≠ 0) (E : ℝ) :
    Multiset.card (growingModes H0 H1 E) = Multiset.card (decayingModes H0 H1 E) ∧
      2 * Multiset.card (decayingModes H0 H1 E) + Multiset.card (propagatingModes H0 H1 E) =
        2 * Fintype.card n := by
  have h0 : (modePoly H0 H1 E).eval 0 ≠ 0 := by
    rw [eval_modePoly]
    simpa [modeMatrix, Matrix.det_conjTranspose] using h1
  obtain ⟨hc, hS⟩ := roots_reflect (m := 2 * Fintype.card n) h0 (by
    intro z w h
    rw [eval_modePoly, eval_modePoly, modeMatrix_reflect hH H1 E h, Matrix.det_smul,
      Matrix.det_conjTranspose, ← pow_mul])
  have hgd : Multiset.card (growingModes H0 H1 E) = Multiset.card (decayingModes H0 H1 E) := by
    unfold growingModes decayingModes
    conv_lhs => rw [← hS]
    rw [Multiset.filter_map, Multiset.card_map]
    refine congrArg Multiset.card (Multiset.filter_congr fun r hr => ?_)
    have hr0 : r ≠ 0 := by
      rintro rfl
      exact h0 (isRoot_of_mem_roots hr)
    change 1 < ‖(star r)⁻¹‖ ↔ ‖r‖ < 1
    rw [norm_inv, norm_star, one_lt_inv₀ (norm_pos_iff.mpr hr0)]
  refine ⟨hgd, ?_⟩
  have hs := card_split (modePoly H0 H1 E).roots
  unfold growingModes decayingModes at hgd
  unfold decayingModes propagatingModes
  omega
```

Taking determinants in $M(z)=z^2M(w)^\dagger$ gives $p(z)=z^{2N}p(w)^*$, because the factor $z^2$ comes out once per orbital. Also $p(0)=\det H_1^\dagger=(\det H_1)^*\neq0$. The reflection lemma therefore applies with $m=2N$, and $p$ has $2N$ roots. Since $|1/r^*|=1/|r|$, reflection exchanges inside and outside, so the two counts agree:

$$N_{\text{grow}}=N_{\text{decay}},\qquad 2N_{\text{decay}}+N_{\text{prop}}=2N .$$

No gap is assumed here. The hypothesis `h1`, $\det H_1\neq0$, says that no combination of orbitals in a cell is cut off from the neighbouring cell. It is a real restriction, since in many leads only some of the orbitals reach across.

```lean
/-- If no Bloch factor lies on the unit circle, a lead with Hermitian `H0`, invertible `H1` and `N`
orbitals per cell has exactly `N` decaying and `N` growing modes, counted with multiplicity. -/
theorem equal_decaying_growing {H0 H1 : Matrix n n ℂ} (hH : H0.IsHermitian) (h1 : H1.det ≠ 0)
    (E : ℝ) (hgap : ∀ z : ℂ, ‖z‖ = 1 → (modeMatrix H0 H1 E z).det ≠ 0) :
    Multiset.card (decayingModes H0 H1 E) = Fintype.card n ∧
      Multiset.card (growingModes H0 H1 E) = Fintype.card n := by
  obtain ⟨hgd, hb⟩ := mode_balance hH h1 E
  have hp : propagatingModes H0 H1 E = 0 := by
    refine Multiset.filter_eq_nil.mpr fun z hz hz1 => hgap z hz1 ?_
    rw [← eval_modePoly]
    exact isRoot_of_mem_roots hz
  rw [hp, Multiset.card_zero] at hb
  omega
```

The hypothesis `hgap` states that $\det M(z)\ne0$ whenever $|z|=1$, which means that $E$ is not an energy of any Bloch wave. Then $N_{\text{prop}}=0$, and the balance gives $N_{\text{decay}}=N_{\text{grow}}=N$.

For mode matching in a non-interacting lead with invertible hopping, this is the number of decaying modes needed to match $N$ amplitudes at an interface. Whether their vectors $\varphi$ are linearly independent is a separate question.

```lean
/-- Conversely, for Hermitian `H0` and invertible `H1`, if there are `N` decaying modes, counted
with multiplicity, then no Bloch factor lies on the unit circle. -/
theorem no_propagating_of_card {H0 H1 : Matrix n n ℂ} (hH : H0.IsHermitian) (h1 : H1.det ≠ 0)
    (E : ℝ) (hN : Multiset.card (decayingModes H0 H1 E) = Fintype.card n) (z : ℂ)
    (hz : ‖z‖ = 1) : (modeMatrix H0 H1 E z).det ≠ 0 := by
  intro hdet
  have hb := (mode_balance hH h1 E).2
  have hp : propagatingModes H0 H1 E = 0 := Multiset.card_eq_zero.mp (by omega)
  have hP : modePoly H0 H1 E ≠ 0 := by
    intro h
    have h0 := eval_modePoly H0 H1 E 0
    rw [h, eval_zero] at h0
    apply h1
    simpa [modeMatrix, Matrix.det_conjTranspose] using h0.symm
  have hmem : z ∈ (modePoly H0 H1 E).roots :=
    (mem_roots hP).mpr ((eval_modePoly H0 H1 E z).trans hdet)
  exact Multiset.filter_eq_nil.mp hp z hmem hz
```

Conversely, $N_{\text{decay}}=N$ forces $N_{\text{prop}}=0$. A point of the circle with $\det M(z)=0$ would be a root of $p$, and so would belong to the empty multiset of propagating modes.

## Decoupled chains outside their band

```lean
/-- Decoupled chains with zero on-site energy and unit hopping have no Bloch factor on the unit
circle when `|E| > 2`. -/
theorem chain_gap_witness (E : ℝ) (hE : 2 < |E|) (z : ℂ) (hz : ‖z‖ = 1) :
    (modeMatrix (0 : Matrix n n ℂ) 1 E z).det ≠ 0 := by
  have hM : modeMatrix (0 : Matrix n n ℂ) 1 E z =
      (z ^ 2 - z * (E : ℂ) + 1) • (1 : Matrix n n ℂ) := by
    simp only [modeMatrix, conjTranspose_one]
    module
  rw [hM, Matrix.det_smul, Matrix.det_one, mul_one]
  apply pow_ne_zero
  intro h
  have h2 : (E : ℂ) * z = z ^ 2 + 1 := by linear_combination -h
  have h3 := congrArg norm h2
  rw [norm_mul, hz, mul_one, Complex.norm_real, Real.norm_eq_abs] at h3
  have h4 := norm_add_le (z ^ 2) 1
  rw [norm_pow, hz, norm_one] at h4
  linarith

end

end LeadModeCounting
```

For $H_0=0$ and $H_1=1$, the determinant is $(z^2-Ez+1)^N$. If the bracket vanished at some $|z|=1$, then

$$|E|=|Ez|=|z^2+1|\le2,$$

which contradicts $|E|>2$. These chains therefore satisfy the gap hypothesis at every energy outside the band $[-2,2]$.

```lean
#print axioms LeadModeCounting.equal_decaying_growing
#print axioms LeadModeCounting.no_propagating_of_card
```

```
'LeadModeCounting.equal_decaying_growing' depends on axioms: [propext, Classical.choice, Quot.sound]
'LeadModeCounting.no_propagating_of_card' depends on axioms: [propext, Classical.choice, Quot.sound]
```
